# The triple commutator of one Ising bond with the transverse field on its two sites is four times the single commutator

For two different sites i and k, take the Ising bond b = Z_i Z_k and the transverse field a = X_i + X_k, both without coupling constants. The lemma `open_pair` states that [b, [b, [b, a]]] = 4[b, a]. The spin operators are elements of any ring that square to one, with X and Z anticommuting on the same site and all other pairs commuting; i and k need not be neighbours. The attempt shows that b anticommutes with a, so that the single commutator is 2ba and the triple one 8b³a, and then uses b² = 1 to bring the claim down to 8ba = 4(2ba).

The failing Lean file:

```lean
import Mathlib

open Finset

namespace IsingDolanGrady

variable {R : Type*} [Ring R] {n : ℕ}

/-- The commutator `[x, y] = x y - y x`. -/
def comm (x y : R) : R := x * y - y * x

/-- Spin operators on a ring of `n` sites: they square to one, `X` and `Z` anticommute on the
same site, and all other pairs commute. -/
structure IsSpinChain (X Z : ZMod n → R) : Prop where
  X_sq : ∀ j, X j * X j = 1
  Z_sq : ∀ j, Z j * Z j = 1
  anti : ∀ j, X j * Z j = -(Z j * X j)
  XX : ∀ i j, Commute (X i) (X j)
  ZZ : ∀ i j, Commute (Z i) (Z j)
  XZ : ∀ i j, i ≠ j → Commute (X i) (Z j)

/-- If `u` anticommutes with `b`, then `[u, b] = 2 u b` and `[u, [u, [u, b]]] = 8 u³ b`. -/
theorem comm_of_anticommute {u b : R} (h : u * b = -(b * u)) :
    comm u b = 2 * (u * b) ∧ comm u (comm u (comm u b)) = 8 * (u * u * u * b) := by
  have e : b * u = -(u * b) := by rw [h, neg_neg]
  have h1 : ∀ y : R, y * u = -(u * y) → comm u y = u * y + u * y := by
    intro y hy
    rw [comm, hy, sub_neg_eq_add]
  have h2 : ∀ y : R, y * u = -(u * y) → (u * y + u * y) * u = -(u * (u * y + u * y)) := by
    intro y hy
    rw [add_mul, mul_assoc, hy]
    noncomm_ring
  constructor
  · rw [h1 b e, two_mul]
  · rw [h1 b e, h1 _ (h2 b e), h1 _ (h2 _ (h2 b e))]
    noncomm_ring

/-- A spin flip `X_i` anticommutes with a bond `Z_i Z_k` to a different site. -/
theorem IsSpinChain.anti_bond {X Z : ZMod n → R} (h : IsSpinChain X Z) {i k : ZMod n}
    (hik : i ≠ k) : X i * (Z i * Z k) = -(Z i * Z k * X i) := by
  rw [← mul_assoc, h.anti, neg_mul, mul_assoc, (h.XZ i k hik).eq, mul_assoc]

/-- A bond `Z_i Z_k` squares to one. -/
theorem IsSpinChain.bond_sq {X Z : ZMod n → R} (h : IsSpinChain X Z) (i k : ZMod n) :
    Z i * Z k * (Z i * Z k) = 1 := by
  rw [(h.ZZ k i).mul_mul_mul_comm, h.Z_sq, h.Z_sq, one_mul]

/-- On an open pair of sites with the single bond `b = Z_i Z_k` and field `a = X_i + X_k`, the
triple commutator is `[b, [b, [b, a]]] = 4 [b, a]`. -/
theorem open_pair {X Z : ZMod n → R} (h : IsSpinChain X Z) {i k : ZMod n} (hik : i ≠ k) :
    comm (Z i * Z k) (comm (Z i * Z k) (comm (Z i * Z k) (X i + X k)))
      = 4 * comm (Z i * Z k) (X i + X k) := by
  have hk : X k * (Z i * Z k) = -(Z i * Z k * X k) := by
    rw [(h.ZZ i k).eq]
    exact h.anti_bond hik.symm
  have hb : Z i * Z k * (X i + X k) = -((X i + X k) * (Z i * Z k)) := by
    rw [add_mul, h.anti_bond hik, hk, mul_add, neg_add, neg_neg, neg_neg]
  rw [(comm_of_anticommute hb).2, (comm_of_anticommute hb).1, h.bond_sq, one_mul, ← mul_assoc]
  norm_num

end IsingDolanGrady
```

Lean reports:

```
Main.lean:52:44: error: unsolved goals
R : Type u_1
inst✝ : Ring R
n : ℕ
X Z : ZMod n → R
h : IsSpinChain X Z
i k : ZMod n
hik : i ≠ k
hk : X k * (Z i * Z k) = -(Z i * Z k * X k)
hb : Z i * Z k * (X i + X k) = -((X i + X k) * (Z i * Z k))
⊢ 8 * (Z i * Z k) * (X i + X k) = 4 * (2 * (Z i * Z k * (X i + X k)))
```

Cause. The error shows the goal left at the end of the proof, where only the factors 8 and 4 · 2 remain to be matched. The last rewrite, `← mul_assoc`, was given no arguments, so it took the first product of the form x(yz) that it met. That was the left side, 8(ba), which became (8b)a, while 4(2(ba)) on the right stayed as it was. `norm_num` could not finish from there, because it does not regroup products by itself and 4 · 2 does not stand as a product of its own in 4(2(ba)).

The repair writes `← mul_assoc (4 : R) 2`, which fits only the right side and turns it into (4 · 2)(ba). The added `show (4 : R) * 2 = 8 by norm_num` gives `norm_num` the bare arithmetic and rewrites the product to 8. Both sides are then 8(ba), and `rw` closes the goal by reflexivity, so the final `norm_num` is no longer needed.

Fix (accepted with no message):

```diff
@@ -56,6 +56,6 @@
   have hb : Z i * Z k * (X i + X k) = -((X i + X k) * (Z i * Z k)) := by
     rw [add_mul, h.anti_bond hik, hk, mul_add, neg_add, neg_neg, neg_neg]
-  rw [(comm_of_anticommute hb).2, (comm_of_anticommute hb).1, h.bond_sq, one_mul, ← mul_assoc]
-  norm_num
+  rw [(comm_of_anticommute hb).2, (comm_of_anticommute hb).1, h.bond_sq, one_mul,
+    ← mul_assoc (4 : R) 2, show (4 : R) * 2 = 8 by norm_num]
 
 end IsingDolanGrady
```
